# On a finite grid with a symmetric kernel, $J-K\ge 0$ for all real orbitals exactly when the off-diagonal kernel is nonnegative

Take two grid points, 0 and 1, and a symmetric interaction with on-site values $p$ and $q$ and inter-site value $r$. Let $a=(a_0,a_1)$ and $b=(b_0,b_1)$ be two real orbitals. Their Coulomb and exchange integrals are

$$J = p\,a_0^2b_0^2 + q\,a_1^2b_1^2 + r\,(a_0^2b_1^2 + a_1^2b_0^2),$$

$$K = p\,a_0^2b_0^2 + q\,a_1^2b_1^2 + 2r\,a_0b_0a_1b_1.$$

The on-site terms are the same in both, so they cancel in the difference:

$$J-K = r\,(a_0b_1-b_0a_1)^2.$$

Unless the square is zero, $J-K$ has the sign of $r$, and $p$ and $q$ play no part. On a larger grid the difference is a sum of such squares, one for each pair of distinct points, weighted by the kernel.

## The sign condition and the sharp lower bound

Let $v(x,y)=v(y,x)$ be a real kernel on a finite set of grid points. For real orbitals $a$ and $b$ define

$$J_{ab}=\sum_{x,y} v(x,y)\,a(x)^2b(y)^2,\qquad K_{ab}=\sum_{x,y} v(x,y)\,a(x)b(x)\,a(y)b(y).$$

Two equivalences hold.

- $J_{ab}-K_{ab}\ge 0$ for all real $a,b$ if and only if $v(x,y)\ge 0$ for all $x\ne y$.
- For any real $m$, $J_{ab}-K_{ab}\ge m$ for all orthonormal real pairs $a,b$ if and only if $v(x,y)\ge m$ for all $x\ne y$.

On a grid with at least two points, the second statement says that the best lower bound over orthonormal pairs is the smallest off-diagonal kernel entry. On a single point there are no orthonormal pairs and no distinct points, and both sides hold vacuously.

## Same-spin pair energies in grid and lattice codes

In Hartree-Fock theory, two electrons of the same spin in orbitals $a$ and $b$ contribute $J_{ab}-K_{ab}$ to the interaction energy. For real orbitals on a finite grid with a density-density kernel, the result tells which kernels make every such contribution nonnegative.

A code that evaluates these double sums directly with a Coulomb kernel needs a finite number for $v(x,x)$, where the Coulomb interaction of two point charges diverges; leaving the term out amounts to choosing zero. That number cancels from the same-spin pair energy, provided that $J$ and $K$ are built with the same kernel. If the off-diagonal kernel is nonnegative and a computed $J-K$ is negative by more than rounding error, the two numbers are not the sums defined above for the same real orbitals and one shared symmetric kernel. Different kernels in $J$ and $K$, or a kernel that is not symmetric, are possible causes. An opposite-spin pair contributes $J$ alone, which depends on the diagonal wherever the two orbitals overlap at a grid point.

The sums above carry no quadrature weights. If the grid has positive weights $\omega_x$, the orbital values are to be multiplied by $\sqrt{\omega_x}$ first; the weighted sums then take the form used here.

## From the double sum to squares

**Symmetrisation.** Exchange the names of $x$ and $y$ in $J_{ab}$ and use $v(y,x)=v(x,y)$:

$$J_{ab}=\sum_{x,y} v(x,y)\,a(y)^2b(x)^2.$$

Add this to the original form of $J_{ab}$ and subtract $2K_{ab}$:

$$2(J_{ab}-K_{ab})=\sum_{x,y}v(x,y)\left[a(x)^2b(y)^2+a(y)^2b(x)^2-2a(x)b(x)a(y)b(y)\right].$$

The bracket is a perfect square, so

$$2(J_{ab}-K_{ab})=\sum_{x,y}v(x,y)\,\bigl(a(x)b(y)-b(x)a(y)\bigr)^2.$$

**Comparison of two kernels.** At $x=y$ the square is zero. If $v$ and $w$ are symmetric and $v(x,y)\le w(x,y)$ for all $x\ne y$, each term for $v$ is therefore at most the corresponding term for $w$, and $J-K$ for $v$ is at most $J-K$ for $w$. With $v=0$ this shows that a kernel that is nonnegative off the diagonal gives $J-K\ge0$.

**Point orbitals.** For the converse, fix $x\ne y$. Let $a$ be 1 at $x$ and 0 elsewhere, and let $b$ be 1 at $y$ and 0 elsewhere. The product $a(z)b(z)$ vanishes at every $z$, so $K_{ab}=0$. Only one term survives in the Coulomb sum, so $J_{ab}=v(x,y)$. If $J-K$ is nonnegative for all pairs, it is nonnegative for this one, and $v(x,y)\ge0$.

**Constant kernel.** If $v(x,y)=m$ everywhere, the double sums factorise:

$$J_{ab}-K_{ab}=m\left[\sum_x a(x)^2\sum_x b(x)^2-\Bigl(\sum_x a(x)b(x)\Bigr)^2\right].$$

The bracket is the Gram determinant of $a$ and $b$, which is 1 for an orthonormal pair. Comparing a kernel that is at least $m$ off the diagonal with this constant kernel gives $J_{ab}-K_{ab}\ge m$. Point orbitals at distinct points are orthonormal, so they also prove the converse of the second equivalence.

**Numbers for an attractive diagonal.** On two points let $v(0,0)=v(1,1)=-5$ and $v(0,1)=v(1,0)=1$. For $a=(1,1)$ and $b=(1,-1)$,

$$J=-5-5+1+1=-8,\qquad K=-5-5-1-1=-12,\qquad J-K=4.$$

The square formula gives the same value, $1\cdot(1\cdot(-1)-1\cdot1)^2=4$. Dividing each orbital by $\sqrt2$ normalises it and divides the integrals by 4, so that $J=-2$, $K=-3$ and $J-K=1$. This equals the off-diagonal entry, as the sharp bound allows.

**A kernel without symmetry.** Let $v(0,1)=1$ and let all other entries be zero, including $v(1,0)$. Every entry is nonnegative. For $a=(1,2)$ and $b=(1,1)$, however, $J=1\cdot1^2\cdot1^2=1$ and $K=1\cdot(1\cdot1)(2\cdot1)=2$, so $J-K=-1$. Without symmetry, nonnegative off-diagonal entries no longer suffice in the first equivalence. These two orbitals are not orthogonal, but a third grid point, with all its kernel entries zero, gives an orthogonal example: $a=(1,2,1)$ and $b=(1,1,-3)$ have the same $J$ and $K$ as before, and normalising them gives $J-K=-1/66$. So the second equivalence also fails without symmetry. The point-orbital argument for the converse does not use symmetry.

## Definitions and theorems in Lean

```lean
import Mathlib

open Finset

namespace PairRepulsionConverse

noncomputable section

variable {α : Type*} [Fintype α]

/-- The Coulomb integral `J_ab` of two real orbitals on a grid with interaction kernel `v`. -/
def coulomb (v : α → α → ℝ) (a b : α → ℝ) : ℝ :=
  ∑ x, ∑ y, v x y * (a x) ^ 2 * (b y) ^ 2

/-- The exchange integral `K_ab` of two real orbitals on a grid with interaction kernel `v`. -/
def exchange (v : α → α → ℝ) (a b : α → ℝ) : ℝ :=
  ∑ x, ∑ y, v x y * (a x * b x) * (a y * b y)

/-- The same-spin pair repulsion `J_ab - K_ab`. -/
def pairRepulsion (v : α → α → ℝ) (a b : α → ℝ) : ℝ :=
  coulomb v a b - exchange v a b

/-- The orbital with value one at the grid point `x` and zero elsewhere. -/
def pointOrbital [DecidableEq α] (x : α) : α → ℝ :=
  fun z => if z = x then 1 else 0

/-- Two real orbitals are normalised and orthogonal on the grid. -/
def OrthonormalPair (a b : α → ℝ) : Prop :=
  ∑ x, (a x) ^ 2 = 1 ∧ ∑ x, (b x) ^ 2 = 1 ∧ ∑ x, a x * b x = 0

omit [Fintype α] in
/-- Point orbitals at two distinct grid points have zero overlap density everywhere. -/
theorem pointOrbital_mul [DecidableEq α] {x y : α} (h : x ≠ y) (z : α) :
    pointOrbital x z * pointOrbital y z = 0 := by
  by_cases h1 : z = x
  · have h2 : z ≠ y := fun h2 => h (h1.symm.trans h2)
    simp [pointOrbital, h2]
  · simp [pointOrbital, h1]

/-- The pair repulsion of point orbitals at two distinct grid points is the kernel entry
between these points. -/
theorem pairRepulsion_pointOrbital [DecidableEq α] (v : α → α → ℝ) {x y : α} (h : x ≠ y) :
    pairRepulsion v (pointOrbital x) (pointOrbital y) = v x y := by
  have hK : exchange v (pointOrbital x) (pointOrbital y) = 0 := by
    simp [exchange, pointOrbital_mul h]
  have hJ : coulomb v (pointOrbital x) (pointOrbital y) = v x y := by
    simp [coulomb, pointOrbital, ite_pow]
  rw [pairRepulsion, hK, hJ, sub_zero]

/-- If one symmetric kernel is at most another at all pairs of distinct points, the same order
holds between their pair repulsions for any two real orbitals. -/
theorem pairRepulsion_mono {v w : α → α → ℝ} (hv : ∀ x y, v x y = v y x)
    (hw : ∀ x y, w x y = w y x) (hvw : ∀ x y, x ≠ y → v x y ≤ w x y) (a b : α → ℝ) :
    pairRepulsion v a b ≤ pairRepulsion w a b := by
  -- symmetrising the double sum turns each term into the kernel times a square
  have key : ∀ u : α → α → ℝ, (∀ x y, u x y = u y x) →
      2 * pairRepulsion u a b = ∑ x, ∑ y, u x y * (a x * b y - b x * a y) ^ 2 := by
    intro u hu
    have swap : coulomb u a b = ∑ x, ∑ y, u x y * (a y) ^ 2 * (b x) ^ 2 := by
      unfold coulomb
      rw [Finset.sum_comm]
      refine Finset.sum_congr rfl fun x _ => Finset.sum_congr rfl fun y _ => ?_
      rw [hu y x]
    have h2 : 2 * pairRepulsion u a b = coulomb u a b
        + (∑ x, ∑ y, u x y * (a y) ^ 2 * (b x) ^ 2) - 2 * exchange u a b := by
      unfold pairRepulsion
      linear_combination swap
    rw [h2]
    unfold coulomb exchange
    simp only [Finset.mul_sum, ← Finset.sum_add_distrib, ← Finset.sum_sub_distrib]
    refine Finset.sum_congr rfl fun x _ => Finset.sum_congr rfl fun y _ => ?_
    ring
  have hle : 2 * pairRepulsion v a b ≤ 2 * pairRepulsion w a b := by
    rw [key v hv, key w hw]
    refine Finset.sum_le_sum fun x _ => Finset.sum_le_sum fun y _ => ?_
    by_cases hxy : x = y
    · -- the square vanishes on the diagonal
      subst hxy
      have h0 : a x * b x - b x * a x = 0 := by ring
      simp [h0]
    · exact mul_le_mul_of_nonneg_right (hvw x y hxy) (sq_nonneg _)
  linarith

/-- For a symmetric kernel, the pair repulsion is nonnegative for all real orbitals if and only
if the kernel is nonnegative at every pair of distinct grid points. -/
theorem pairRepulsion_nonneg_iff {v : α → α → ℝ} (hv : ∀ x y, v x y = v y x) :
    (∀ a b : α → ℝ, 0 ≤ pairRepulsion v a b) ↔ ∀ x y, x ≠ y → 0 ≤ v x y := by
  classical
  constructor
  · -- test with two point orbitals
    intro h x y hxy
    rw [← pairRepulsion_pointOrbital v hxy]
    exact h _ _
  · -- compare with the zero kernel
    intro h a b
    have h0 : pairRepulsion (fun _ _ : α => (0 : ℝ)) a b = 0 := by
      simp [pairRepulsion, coulomb, exchange]
    rw [← h0]
    exact pairRepulsion_mono (fun _ _ => rfl) hv h a b

/-- For a constant kernel `m`, the pair repulsion is `m` times the Gram determinant of the
two orbitals. -/
theorem pairRepulsion_const (m : ℝ) (a b : α → ℝ) :
    pairRepulsion (fun _ _ => m) a b
      = m * ((∑ x, (a x) ^ 2) * (∑ x, (b x) ^ 2) - (∑ x, a x * b x) ^ 2) := by
  have fac : ∀ f g : α → ℝ, ∑ x, ∑ y, m * f x * g y = m * ((∑ x, f x) * ∑ y, g y) := by
    intro f g
    rw [Finset.sum_mul_sum, Finset.mul_sum]
    refine Finset.sum_congr rfl fun x _ => ?_
    rw [Finset.mul_sum]
    exact Finset.sum_congr rfl fun y _ => by ring
  have hJ : coulomb (fun _ _ => m) a b = m * ((∑ x, (a x) ^ 2) * ∑ y, (b y) ^ 2) :=
    fac (fun x => (a x) ^ 2) (fun y => (b y) ^ 2)
  have hK : exchange (fun _ _ => m) a b = m * ((∑ x, a x * b x) * ∑ y, a y * b y) :=
    fac (fun x => a x * b x) (fun y => a y * b y)
  rw [pairRepulsion, hJ, hK]
  ring

/-- For a symmetric kernel, a number `m` bounds the pair repulsion of all orthonormal pairs of
real orbitals from below if and only if it bounds all off-diagonal kernel entries from below. -/
theorem le_pairRepulsion_orthonormal_iff {v : α → α → ℝ} (hv : ∀ x y, v x y = v y x) (m : ℝ) :
    (∀ a b : α → ℝ, OrthonormalPair a b → m ≤ pairRepulsion v a b) ↔
      ∀ x y, x ≠ y → m ≤ v x y := by
  classical
  constructor
  · intro h x y hxy
    rw [← pairRepulsion_pointOrbital v hxy]
    refine h _ _ ⟨?_, ?_, ?_⟩
    · simp [pointOrbital, ite_pow]
    · simp [pointOrbital, ite_pow]
    · simp [pointOrbital_mul hxy]
  · -- compare with the constant kernel
    rintro h a b ⟨ha, hb, hab⟩
    have hm : pairRepulsion (fun _ _ : α => m) a b = m := by
      rw [pairRepulsion_const, ha, hb, hab]
      ring
    calc m = pairRepulsion (fun _ _ : α => m) a b := hm.symm
      _ ≤ pairRepulsion v a b := pairRepulsion_mono (fun _ _ => rfl) hv h a b

/-- A kernel on two grid points with on-site value `-5` and inter-site value `1`. -/
def onsiteAttraction : Fin 2 → Fin 2 → ℝ :=
  fun x y => if x = y then -5 else 1

/-- For the kernel with on-site attraction, the pair repulsion is nonnegative for all real
orbitals, while the Coulomb integral of the orbitals `(1, 1)` and `(1, -1)` is `-8`. -/
theorem onsiteAttraction_witness :
    (∀ a b : Fin 2 → ℝ, 0 ≤ pairRepulsion onsiteAttraction a b) ∧
      coulomb onsiteAttraction ![1, 1] ![1, -1] = -8 := by
  constructor
  · have hs : ∀ x y, onsiteAttraction x y = onsiteAttraction y x := by
      intro x y
      fin_cases x <;> fin_cases y <;> simp [onsiteAttraction]
    refine (pairRepulsion_nonneg_iff hs).2 fun x y hxy => ?_
    simp [onsiteAttraction, hxy]
  · norm_num [coulomb, onsiteAttraction, Fin.sum_univ_two]

end

end PairRepulsionConverse
```

```lean
#print axioms PairRepulsionConverse.pairRepulsion_nonneg_iff
#print axioms PairRepulsionConverse.le_pairRepulsion_orthonormal_iff
```

```
'PairRepulsionConverse.pairRepulsion_nonneg_iff' depends on axioms: [propext, Classical.choice, Quot.sound]
'PairRepulsionConverse.le_pairRepulsion_orthonormal_iff' depends on axioms: [propext, Classical.choice, Quot.sound]
```

## How the Lean statements describe the grid

The type `α` is the set of grid points, and `Fintype α` makes it finite. An orbital is any function `α → ℝ`, with no normalisation built in. The kernel is a function `v : α → α → ℝ`, and its symmetry is the explicit hypothesis `hv`. Physically, `hv` says that the interaction energy of two unit charges does not depend on which of them is named first. The definitions `coulomb`, `exchange` and `pairRepulsion` are $J$, $K$ and $J-K$. Spin does not appear as a variable: the same-spin case is expressed by subtracting the full exchange integral.

`pairRepulsion_nonneg_iff` is the first equivalence. Its right-hand side, `∀ x y, x ≠ y → 0 ≤ v x y`, places no condition on the diagonal. `le_pairRepulsion_orthonormal_iff` is the second, with `OrthonormalPair` collecting the two normalisation conditions and the orthogonality condition. `onsiteAttraction_witness` states that the kernel of the numerical example has nonnegative pair repulsion for all real orbitals although $J=-8$ for the unnormalised pair above.

## How the squares enter the Lean proof

`pairRepulsion_mono` carries the main argument. Its inner statement `key` is the square formula for an arbitrary symmetric kernel `u`. The step `swap` renames the summation variables with `Finset.sum_comm` and then uses the symmetry of `u`. After the sums have been merged into one, `ring` checks the perfect square term by term. The comparison `hle` also goes term by term: `by_cases hxy : x = y` separates the diagonal, where the square is zero, from the other terms, where the kernel inequality is multiplied by a nonnegative square. The final `linarith` removes the factor 2.

`pointOrbital_mul` shows that two distinct point orbitals have zero product everywhere, and `pairRepulsion_pointOrbital` uses this to obtain $K=0$ and $J=v(x,y)$. In `pairRepulsion_nonneg_iff`, one direction inserts these orbitals and the other applies `pairRepulsion_mono` with the zero kernel on the left.

`pairRepulsion_const` factorises the double sums through the auxiliary identity `fac`, applied once to the densities $a^2$ and $b^2$ and once to the overlap density $ab$ with itself. The orthonormal theorem then follows the pattern of the first, with the constant kernel `m` in place of zero. For the two-point example, symmetry is checked entry by entry, the sign statement comes from the general theorem, and `norm_num` evaluates the Coulomb sum.

## Real orbitals, one shared kernel, exact arithmetic

The theorems cover real orbitals on a finite grid and an interaction that depends only on the two densities at grid points. Complex orbitals, the continuum limit and general four-index integrals over overlapping basis functions are not treated. Nor is rounding, so a numerical test of $J-K\ge0$ needs a tolerance.

Both equivalences quantify over all grid functions. If a code restricts its orbitals to a smaller space, a nonnegative off-diagonal kernel still guarantees $J-K\ge0$. The converse may be lost, because point orbitals need not belong to that space, and on a grid with more than two points, observing $J-K\ge0$ for the orbitals of one calculation does not in general determine the signs of the off-diagonal kernel entries.

The same kernel must enter both integrals. If $J$ is computed with one value of $v(x,x)$ and $K$ with another, or if exchange is screened or scaled and the Coulomb term is not, the diagonal terms need not cancel and the theorems do not apply to the difference.
